# Error bound for the truncated Chebyshev expansion of a Green's operator

Let H be a bounded self-adjoint Hamiltonian with spectrum in [−1, 1], let l be complex with 0 < |l| < 1, and let Tₙ be the Chebyshev polynomials. At the energy z = (l + 1/l)/2 the Green's operator G(z) = (z − H)⁻¹ exists, and for every N ≥ 0 it differs in operator norm from (2l/(1−l²))(1 + 2 Σ_{1≤n<N} lⁿ Tₙ(H)) by at most 4|l|^(N+1)/(|1−l²|(1−|l|)).

```lean
import Mathlib

open Polynomial Filter Topology

namespace ChebyshevGreen

noncomputable section

variable {A : Type*} [CStarAlgebra A]

/-- The Chebyshev polynomial `T_n` evaluated at the Hamiltonian `H`. -/
def chebT (H : A) (n : ℕ) : A := aeval H (Chebyshev.T ℝ (n : ℤ))

/-- The complex energy `z = (l + 1/l)/2`, for `l ≠ 0`. -/
def energy (l : ℂ) : ℂ := (l + l⁻¹) / 2

/-- The truncated Chebyshev sum `1 + 2 ∑ l^n T_n(H)` over `1 ≤ n < N`. -/
def chebSum (H : A) (l : ℂ) (N : ℕ) : A :=
  1 + (2 : ℂ) • ∑ n ∈ Finset.Ico 1 N, l ^ n • chebT H n

/-- The truncated Chebyshev expansion of the Green's operator, for `l ^ 2 ≠ 1`. -/
def chebGreen (H : A) (l : ℂ) (N : ℕ) : A := (2 * l / (1 - l ^ 2)) • chebSum H l N

/-- The three-term recurrence that generates the Chebyshev operators. -/
theorem chebT_add_two (H : A) (n : ℕ) :
    chebT H (n + 1 + 1) = 2 * (H * chebT H (n + 1)) - chebT H n := by
  have h2 : ((n + 1 + 1 : ℕ) : ℤ) = (n : ℤ) + 2 := by push_cast; ring
  have h1 : ((n + 1 : ℕ) : ℤ) = (n : ℤ) + 1 := by simp
  unfold chebT
  rw [h2, h1, Chebyshev.T_add_two]
  simp only [map_sub, map_mul, aeval_X, map_ofNat, mul_assoc]

/-- If `H` is self-adjoint with spectrum in `[-1,1]`, every `T_n(H)` has norm at most one. -/
theorem norm_chebT_le {H : A} (hH : IsSelfAdjoint H)
    (hs : spectrum ℝ H ⊆ Set.Icc (-1) 1) (n : ℕ) : ‖chebT H n‖ ≤ 1 := by
  rw [chebT, ← cfc_polynomial (Chebyshev.T ℝ (n : ℤ)) H hH]
  refine norm_cfc_le zero_le_one fun x hx => ?_
  obtain ⟨h1, h2⟩ := hs hx
  -- on the spectrum x = cos θ, and T_n(cos θ) = cos (n θ)
  rw [← Real.cos_arccos h1 h2, Chebyshev.T_real_cos, Real.norm_eq_abs]
  exact Real.abs_cos_le_one _

lemma chebSum_succ (H : A) (l : ℂ) (N : ℕ) :
    chebSum H l (N + 1 + 1) = chebSum H l (N + 1) + (2 * l ^ (N + 1)) • chebT H (N + 1) := by
  unfold chebSum
  rw [Finset.sum_Ico_succ_top (by omega)]
  module

lemma one_sub_sq_ne {l : ℂ} (hl1 : ‖l‖ < 1) : 1 - l ^ 2 ≠ 0 := by
  intro h
  have h1 : ‖l‖ ^ 2 = 1 := by rw [← norm_pow, ← sub_eq_zero.1 h, norm_one]
  nlinarith [norm_nonneg l]

/-- The truncated generating function of the Chebyshev operators, with its exact remainder. -/
theorem chebSum_identity (H : A) (l : ℂ) (N : ℕ) :
    ((1 + l ^ 2) • (1 : A) - (2 * l) • H) * chebSum H l (N + 1) =
      (1 - l ^ 2) • (1 : A) - (2 * l ^ (N + 1)) • (chebT H (N + 1) - l • chebT H N) := by
  induction N with
  | zero =>
    have h0 : chebT H 0 = 1 := by simp [chebT]
    have h1 : chebT H (0 + 1) = H := by simp [chebT]
    have hS : chebSum H l (0 + 1) = 1 := by simp [chebSum]
    rw [hS, h0, h1, mul_one]
    module
  | succ N ih =>
    have hr : H * chebT H (N + 1) = (1 / 2 : ℂ) • (chebT H (N + 1 + 1) + chebT H N) := by
      rw [chebT_add_two, sub_add_cancel, two_mul]
      module
    rw [chebSum_succ, mul_add, ih]
    simp only [sub_mul, smul_mul_assoc, mul_smul_comm, one_mul, hr]
    module

/-- The exact result of applying `z - H` to the truncated Green's operator. -/
theorem chebGreen_residual (H : A) {l : ℂ} (hl0 : l ≠ 0) (hl1 : ‖l‖ < 1) (N : ℕ) :
    (algebraMap ℂ A (energy l) - H) * chebGreen H l (N + 1) =
      1 - (2 * l ^ (N + 1) / (1 - l ^ 2)) • (chebT H (N + 1) - l • chebT H N) := by
  have hd := one_sub_sq_ne hl1
  have hZ : algebraMap ℂ A (energy l) - H =
      (2 * l)⁻¹ • ((1 + l ^ 2) • (1 : A) - (2 * l) • H) := by
    have e1 : (2 * l)⁻¹ * (1 + l ^ 2) = energy l := by
      unfold energy
      field_simp
      ring
    have e2 : (2 * l)⁻¹ * (2 * l) = 1 := inv_mul_cancel₀ (mul_ne_zero two_ne_zero hl0)
    rw [smul_sub, smul_smul, smul_smul, e1, e2, one_smul, Algebra.algebraMap_eq_smul_one]
  have e3 : (2 * l)⁻¹ * (2 * l / (1 - l ^ 2)) = (1 - l ^ 2)⁻¹ := by
    rw [div_eq_mul_inv, ← mul_assoc, inv_mul_cancel₀ (mul_ne_zero two_ne_zero hl0), one_mul]
  rw [hZ, chebGreen, smul_mul_assoc, mul_smul_comm, smul_smul, e3, chebSum_identity,
    smul_sub, smul_smul, smul_smul, inv_mul_cancel₀ hd, one_smul, div_eq_inv_mul]

/-- The residual of the truncated Green's operator decays geometrically with the order. -/
theorem norm_residual_le {H : A} (hH : IsSelfAdjoint H) (hs : spectrum ℝ H ⊆ Set.Icc (-1) 1)
    {l : ℂ} (hl0 : l ≠ 0) (hl1 : ‖l‖ < 1) (N : ℕ) :
    ‖1 - (algebraMap ℂ A (energy l) - H) * chebGreen H l (N + 1)‖ ≤
      4 * ‖l‖ ^ (N + 1) / ‖1 - l ^ 2‖ := by
  have h2 : ‖(2 : ℂ)‖ = 2 := by norm_num
  have hT : ‖chebT H (N + 1) - l • chebT H N‖ ≤ 2 := by
    have h := norm_sub_le (chebT H (N + 1)) (l • chebT H N)
    rw [norm_smul] at h
    have h' := mul_le_mul hl1.le (norm_chebT_le hH hs N) (norm_nonneg _) zero_le_one
    linarith [norm_chebT_le hH hs (N + 1)]
  rw [chebGreen_residual H hl0 hl1, sub_sub_cancel, norm_smul]
  refine (mul_le_mul_of_nonneg_left hT (norm_nonneg _)).trans_eq ?_
  rw [norm_div, norm_mul, norm_pow, h2]
  ring

lemma commute_chebGreen (H : A) (l : ℂ) (N : ℕ) : Commute H (chebGreen H l N) := by
  have hc : ∀ n, Commute H (chebT H n) := fun n => by
    have h := congrArg (aeval H) (mul_comm X (Chebyshev.T ℝ (n : ℤ)))
    simp only [map_mul, aeval_X] at h
    exact h
  exact ((Commute.one_right H).add_right
    ((Commute.sum_right _ _ _ fun n _ => (hc n).smul_right _).smul_right _)).smul_right _

/-- For self-adjoint `H` with spectrum in `[-1,1]` and `0 < |l| < 1`, `z - H` is invertible and
the truncated Chebyshev expansion approximates the Green's operator within the stated bound. -/
theorem green_chebyshev_error {H : A} (hH : IsSelfAdjoint H)
    (hs : spectrum ℝ H ⊆ Set.Icc (-1) 1) {l : ℂ} (hl0 : l ≠ 0) (hl1 : ‖l‖ < 1) (N : ℕ) :
    IsUnit (algebraMap ℂ A (energy l) - H) ∧
      ‖resolvent H (energy l) - chebGreen H l N‖ ≤
        4 * ‖l‖ ^ (N + 1) / (‖1 - l ^ 2‖ * (1 - ‖l‖)) := by
  have h2 : ‖(2 : ℂ)‖ = 2 := by norm_num
  -- successive truncations differ by a geometrically small term
  have hstep : ∀ M, dist (chebGreen H l (M + 1)) (chebGreen H l (M + 1 + 1)) ≤
      4 * ‖l‖ ^ 2 / ‖1 - l ^ 2‖ * ‖l‖ ^ M := fun M => by
    have e : chebGreen H l (M + 1 + 1) - chebGreen H l (M + 1) =
        (2 * l / (1 - l ^ 2) * (2 * l ^ (M + 1))) • chebT H (M + 1) := by
      simp only [chebGreen, chebSum_succ]
      module
    rw [dist_comm, dist_eq_norm, e, norm_smul]
    refine (mul_le_mul_of_nonneg_left (norm_chebT_le hH hs _) (norm_nonneg _)).trans_eq ?_
    rw [norm_mul, norm_div, norm_mul, norm_mul, norm_pow, h2]
    ring
  obtain ⟨G, hG⟩ := cauchySeq_tendsto_of_complete
    (cauchySeq_of_le_geometric (f := fun M => chebGreen H l (M + 1)) _ _ hl1 hstep)
  -- the residual vanishes, so the limit inverts z - H from both sides
  have hlim : Tendsto (fun M => (algebraMap ℂ A (energy l) - H) * chebGreen H l (M + 1))
      atTop (𝓝 1) := by
    have h0 : Tendsto (fun M : ℕ => 4 * ‖l‖ ^ (M + 1) / ‖1 - l ^ 2‖) atTop (𝓝 0) := by
      have h := (((tendsto_pow_atTop_nhds_zero_of_lt_one (norm_nonneg l) hl1).comp
        (tendsto_add_atTop_nat 1)).const_mul 4).div_const ‖1 - l ^ 2‖
      rw [mul_zero, zero_div] at h
      exact h
    refine tendsto_iff_norm_sub_tendsto_zero.2 (squeeze_zero (fun _ => norm_nonneg _) ?_ h0)
    intro M
    rw [norm_sub_rev]
    exact norm_residual_le hH hs hl0 hl1 M
  have hr := tendsto_nhds_unique (hG.const_mul (algebraMap ℂ A (energy l) - H)) hlim
  have hc : ∀ M, Commute (algebraMap ℂ A (energy l) - H) (chebGreen H l M) := fun M =>
    Commute.sub_left (Algebra.commutes _ _) (commute_chebGreen H l M)
  have hl := tendsto_nhds_unique (hG.mul_const (algebraMap ℂ A (energy l) - H))
    (hlim.congr fun M => (hc (M + 1)).eq)
  let u : Aˣ := ⟨algebraMap ℂ A (energy l) - H, G, hr, hl⟩
  have hres : resolvent H (energy l) = G := Ring.inverse_unit u
  have key : ∀ M, ‖resolvent H (energy l) - chebGreen H l (M + 1)‖ ≤
      4 * ‖l‖ ^ (M + 1 + 1) / (‖1 - l ^ 2‖ * (1 - ‖l‖)) := fun M => by
    rw [hres, ← dist_eq_norm, dist_comm]
    refine (dist_le_of_le_geometric_of_tendsto _ _ hl1 hstep hG M).trans_eq ?_
    rw [div_mul_eq_mul_div, div_div]
    congr 1
    ring
  refine ⟨u.isUnit, ?_⟩
  rcases N with _ | M
  · have e : chebGreen H l 0 = chebGreen H l (0 + 1) := by simp [chebGreen, chebSum]
    rw [e]
    refine (key 0).trans (div_le_div_of_nonneg_right ?_
      (mul_nonneg (norm_nonneg _) (by linarith)))
    have h := pow_le_pow_of_le_one (norm_nonneg l) hl1.le (show 0 + 1 ≤ 0 + 1 + 1 by omega)
    linarith
  · exact key M

/-- The error bound for a Hermitian operator on a finite-dimensional state space whose
eigenvalues all lie in `[-1,1]`. -/
theorem green_chebyshev_error_of_eigenvalues {ι : Type*} [Fintype ι]
    {H : EuclideanSpace ℂ ι →L[ℂ] EuclideanSpace ℂ ι} (hH : IsSelfAdjoint H)
    (hev : ∀ (μ : ℝ) (v : EuclideanSpace ℂ ι), v ≠ 0 → H v = (μ : ℂ) • v → |μ| ≤ 1)
    {l : ℂ} (hl0 : l ≠ 0) (hl1 : ‖l‖ < 1) (N : ℕ) :
    IsUnit (algebraMap ℂ _ (energy l) - H) ∧
      ‖resolvent H (energy l) - chebGreen H l N‖ ≤
        4 * ‖l‖ ^ (N + 1) / (‖1 - l ^ 2‖ * (1 - ‖l‖)) := by
  refine green_chebyshev_error hH (fun μ hμ => abs_le.1 ?_) hl0 hl1 N
  by_contra hc
  rw [spectrum.mem_iff] at hμ
  apply hμ
  -- in finite dimension an injective operator is invertible
  rw [ContinuousLinearMap.isUnit_iff_bijective]
  have hinj : Function.Injective
      (algebraMap ℝ (EuclideanSpace ℂ ι →L[ℂ] EuclideanSpace ℂ ι) μ - H) := by
    rw [injective_iff_map_eq_zero]
    intro v hv
    by_contra hv0
    have h : (μ : ℂ) • v - H v = 0 := by
      simpa [Algebra.algebraMap_eq_smul_one] using hv
    exact hc (hev μ v hv0 (sub_eq_zero.1 h).symm)
  exact ⟨hinj, (LinearMap.injective_iff_surjective (f :=
    (algebraMap ℝ (EuclideanSpace ℂ ι →L[ℂ] EuclideanSpace ℂ ι) μ - H).toLinearMap)).1 hinj⟩

/-- For `H = 1` in a nonzero algebra and real `0 < l < 1`, the error of the truncation with index `N
+ 1` equals the bound of `green_chebyshev_error` at that index. -/
theorem green_chebyshev_error_sharp [Nontrivial A] {l : ℝ} (h0 : 0 < l) (h1 : l < 1) (N : ℕ) :
    ‖resolvent (1 : A) (energy l) - chebGreen (1 : A) l (N + 1)‖ =
      4 * l ^ (N + 2) / ((1 - l ^ 2) * (1 - l)) := by
  have hl0 : (l : ℂ) ≠ 0 := by exact_mod_cast h0.ne'
  have hl1 : ‖(l : ℂ)‖ < 1 := by rwa [Complex.norm_real, Real.norm_eq_abs, abs_of_pos h0]
  have hm : (1 : ℂ) - l ≠ 0 := by exact_mod_cast (sub_pos.2 h1).ne'
  have hd := one_sub_sq_ne hl1
  have hT : ∀ n, chebT (1 : A) n = 1 ∧ chebT (1 : A) (n + 1) = 1 := fun n => by
    induction n with
    | zero => constructor <;> simp [chebT]
    | succ n ih => exact ⟨ih.2, by rw [chebT_add_two, ih.1, ih.2]; norm_num⟩
  have hu := (green_chebyshev_error (IsSelfAdjoint.one A)
    (by rw [spectrum.one_eq]; simp) hl0 hl1 N).1
  have hR : (algebraMap ℂ A (energy l) - 1) * resolvent (1 : A) (energy l) = 1 :=
    Ring.mul_inverse_cancel _ hu
  have hZ : algebraMap ℂ A (energy l) - 1 = ((1 - (l : ℂ)) ^ 2 / (2 * l)) • (1 : A) := by
    have e : energy l = (1 - (l : ℂ)) ^ 2 / (2 * l) + 1 := by
      unfold energy
      field_simp
      ring
    rw [Algebra.algebraMap_eq_smul_one, e]
    module
  -- the error solves a scalar equation
  have hD : (algebraMap ℂ A (energy l) - 1) *
      (resolvent (1 : A) (energy l) - chebGreen (1 : A) l (N + 1)) =
      (2 * (l : ℂ) ^ (N + 1) / (1 - (l : ℂ) ^ 2) * (1 - l)) • (1 : A) := by
    rw [mul_sub, hR, chebGreen_residual 1 hl0 hl1, (hT N).1, (hT N).2]
    module
  rw [hZ, smul_mul_assoc, one_mul] at hD
  have hE : resolvent (1 : A) (energy l) - chebGreen (1 : A) l (N + 1) =
      ((4 * l ^ (N + 2) / ((1 - l ^ 2) * (1 - l)) : ℝ) : ℂ) • (1 : A) := by
    have e : 2 * (l : ℂ) / (1 - l) ^ 2 * ((1 - (l : ℂ)) ^ 2 / (2 * l)) = 1 := by
      field_simp
    rw [← one_smul ℂ (resolvent (1 : A) (energy l) - chebGreen (1 : A) l (N + 1)), ← e,
      ← smul_smul, hD, smul_smul]
    congr 1
    push_cast
    field_simp
    ring
  have hpos : 0 ≤ 4 * l ^ (N + 2) / ((1 - l ^ 2) * (1 - l)) :=
    div_nonneg (by positivity) (mul_nonneg (by nlinarith) (by linarith))
  rw [hE, norm_smul, CStarRing.norm_one, mul_one, Complex.norm_real, Real.norm_eq_abs,
    abs_of_nonneg hpos]

end

end ChebyshevGreen
```

```lean
#print axioms ChebyshevGreen.green_chebyshev_error
-- 'ChebyshevGreen.green_chebyshev_error' depends on axioms: [propext, Classical.choice, Quot.sound]
#print axioms ChebyshevGreen.green_chebyshev_error_of_eigenvalues
-- 'ChebyshevGreen.green_chebyshev_error_of_eigenvalues' depends on axioms: [propext, Classical.choice, Quot.sound]
#print axioms ChebyshevGreen.green_chebyshev_error_sharp
-- 'ChebyshevGreen.green_chebyshev_error_sharp' depends on axioms: [propext, Classical.choice, Quot.sound]
```

Write S_N for the bracket, `chebSum H l N`, and G_N = (2l/(1−l²)) S_N for `chebGreen H l N`. In `green_chebyshev_error`, H is an element of a unital C*-algebra, which covers Hermitian matrices and bounded self-adjoint operators, with the operator norm. Unbounded Hamiltonians are excluded. If the spectrum of a bounded one is not contained in [−1, 1], the theorem can be applied after a shift and a scaling that bring it there. The hypothesis `hs` puts the spectrum in [−1, 1]. Mathlib's `resolvent H (energy l)` has the sign convention (z − H)⁻¹; it would be zero if z − H were singular, which the conclusion `IsUnit` rules out.

The derivation starts from T₀(H) = 1, T₁(H) = H and the recurrence

Tₙ₊₂(H) = 2H Tₙ₊₁(H) − Tₙ(H).

Abbreviate Tₙ(H) to Tₙ. The first step is the identity

(1 + l² − 2lH) S_{N+1} = 1 − l² − 2l^(N+1) (T_{N+1} − l T_N).

At N = 0 both sides are 1 + l² − 2lH. Going from N to N+1 adds 2l^(N+1) T_{N+1} to S_{N+1}. Since 2H T_{N+1} = T_{N+2} + T_N, the left side gains

2l^(N+1) [(1 + l²) T_{N+1} − l T_{N+2} − l T_N].

Added to the old remainder, this leaves −2l^(N+2) (T_{N+2} − l T_{N+1}), as required. This is the induction in `chebSum_identity`, where `module` collects the coefficients. Because z − H = (1 + l² − 2lH)/(2l), division gives `chebGreen_residual`:

(z − H) G_{N+1} = 1 − (2l^(N+1)/(1−l²)) (T_{N+1} − l T_N).

Next, each point of the spectrum is x = cos θ, and Tₙ(cos θ) = cos nθ, so ‖Tₙ‖ ≤ 1. `norm_chebT_le` carries this from numbers to H by the continuous functional calculus. The bracket T_{N+1} − l T_N then has norm at most 2, and the residual is at most 4|l|^(N+1)/|1−l²|, which tends to zero. The estimate is `norm_residual_le`, which assumes, like the main theorem, H self-adjoint with spectrum in [−1, 1] and 0 < |l| < 1.

Successive truncations satisfy, for M ≥ 0,

G_{M+2} − G_{M+1} = (4l^(M+2)/(1−l²)) T_{M+1}.

The norms of these differences are bounded by a geometric series, so the truncations converge to some G. The vanishing residual gives (z − H)G = 1. Each truncation commutes with H (`commute_chebGreen`), so G(z − H) = 1 as well, and G is the Green's operator. Summing the remaining differences gives

‖G − G_{M+1}‖ ≤ Σ_{k≥M} 4|l|^(k+2)/|1−l²| = 4|l|^(M+2)/(|1−l²|(1−|l|)),

which is the claim for N = M+1. For N = 0 the sum is empty, so G₀ = G₁, and the stated bound is weaker than the one for N = 1.

`green_chebyshev_error_of_eigenvalues` replaces the spectral hypothesis by |μ| ≤ 1 for every real eigenvalue μ of a Hermitian operator on a finite-dimensional space. There, an injective μ − H is invertible, so a spectral value must be an eigenvalue.

The bound is attained for H = 1, real 0 < l < 1 and every N ≥ 1, in any nonzero algebra. In `green_chebyshev_error_sharp` all Tₙ equal 1 and z − 1 = (1−l)²/(2l), so dividing the residual by this number gives the error exactly.

A two-site example has H = σₓ, with eigenvalues ±1. Take l = 1/2 and N = 2, so z = 5/4. Then

G₂ = (4/3)(1 + H),
G(z) = (z + H)/(z² − 1) = 20/9 + (16/9)H.

The error 8/9 + (4/9)H has eigenvalues 4/3 and 4/9, hence norm 4/3. The bound is 4·(1/8)/((3/4)(1/2)) = 4/3 too.

The same tail estimate without the prefactor gives, for N ≥ 1,

‖(1−l²)(1 + l² − 2lH)⁻¹ − S_N‖ ≤ 2|l|^N/(1−|l|),

a variant that the file does not state.

In electronic structure, for a finite one-electron Hamiltonian rescaled to [−1, 1], the bound tells in advance how many Chebyshev terms suffice for a given accuracy at an energy z off the interval, with z and G(z) taken in the rescaled units. Such a z equals (l + 1/l)/2 for the root l of l² − 2zl + 1 = 0 with 0 < |l| < 1: the two roots have product 1, and |l| = 1 would put z in [−1, 1]. This step is not in the Lean code. As z approaches the interval, |l| tends to 1 and that number grows.
